# Every intertwiner between finite-dimensional complex representations of a finite group has a generalized inverse that is also an intertwiner

Let a finite symmetry group act on two finite-dimensional complex spaces through matrices `D g` and `E g`, and let `T` be a matrix that respects the symmetry, so that `T * D g = E g * T` for every `g`. The theorem `intertwining_inverse` states that there is a matrix `S` going the other way which respects the symmetry too, `S * E g = D g * S`, and satisfies `T * S * T = T`. The representations need not be unitary or irreducible, and `T` need not be invertible or even square. The proof first finds some `R` with `T * R * T = T`, ignoring the symmetry, and then takes for `S` the group average of `D g * R * E g⁻¹`. For this it must show that each term of the average is itself a generalized inverse of `T`, and it is in that calculation that the attempt fails.

This version doesn't compile in Lean 4 with Mathlib:

```lean
import Mathlib

open scoped Matrix Kronecker

namespace IntertwiningInverse

variable {G n m : Type*} [Group G] [Fintype n] [DecidableEq n] [Fintype m] [DecidableEq m]

variable [Fintype G]

/-- Averaging any matrix over the group gives an intertwiner of the two representations. -/
theorem average_intertwines (D : G →* Matrix n n ℂ) (E : G →* Matrix m m ℂ)
    (X : Matrix m n ℂ) (h : G) :
    (∑ g, E g * X * D g⁻¹) * D h = E h * ∑ g, E g * X * D g⁻¹ := by
  have hh : D h⁻¹ * D h = 1 := by rw [← map_mul, inv_mul_cancel, map_one]
  rw [Matrix.mul_sum, Matrix.sum_mul]
  refine (Equiv.sum_comp (Equiv.mulLeft h) (fun g => E g * X * D g⁻¹ * D h)).symm.trans ?_
  refine Finset.sum_congr rfl fun g _ => ?_
  simp only [Equiv.coe_mulLeft, map_mul, mul_inv_rev, Matrix.mul_assoc, hh, Matrix.mul_one]

/-- For a finite group, every intertwiner `T` has a generalized inverse `S` that is itself an
intertwiner. -/
theorem intertwining_inverse (D : G →* Matrix n n ℂ) (E : G →* Matrix m m ℂ)
    (T : Matrix m n ℂ) (hT : ∀ g, T * D g = E g * T) :
    ∃ S : Matrix n m ℂ, T * S * T = T ∧ ∀ g, S * E g = D g * S := by
  have hc : (Fintype.card G : ℂ) ≠ 0 := Nat.cast_ne_zero.mpr Fintype.card_ne_zero
  obtain ⟨R, hR⟩ : ∃ R : Matrix n m ℂ, T * R * T = T := by
    let f := Matrix.toLin' T
    obtain ⟨h, hh⟩ := f.rangeRestrict.exists_rightInverse_of_surjective f.range_rangeRestrict
    obtain ⟨g, hg⟩ := LinearMap.exists_extend h
    refine ⟨LinearMap.toMatrix' g, Matrix.toLin'.injective ?_⟩
    rw [Matrix.toLin'_mul, Matrix.toLin'_mul, Matrix.toLin'_toMatrix']
    refine LinearMap.ext fun x => ?_
    have h1 : g (f x) = h (f.rangeRestrict x) := LinearMap.congr_fun hg (f.rangeRestrict x)
    change f (g (f x)) = f x
    rw [h1]
    exact congrArg Subtype.val (LinearMap.congr_fun hh (f.rangeRestrict x))
  have e : ∀ g, T * (D g * R * E g⁻¹) * T = T := by
    intro g
    calc _ = (T * D g) * R * (E g⁻¹ * T) := by simp only [Matrix.mul_assoc]
      _ = E g * (T * R * T) * D g⁻¹ := by rw [hT, ← hT]; simp only [Matrix.mul_assoc]
      _ = T * (D g * D g⁻¹) := by rw [hR, ← hT, Matrix.mul_assoc]
      _ = T := by rw [← map_mul, mul_inv_cancel, map_one, Matrix.mul_one]
  refine ⟨(Fintype.card G : ℂ)⁻¹ • ∑ g, D g * R * E g⁻¹, ?_, fun g => ?_⟩
  · rw [Matrix.mul_smul, Matrix.smul_mul, Matrix.mul_sum, Matrix.sum_mul]
    simp only [e, Finset.sum_const, Finset.card_univ]
    rw [← Nat.cast_smul_eq_nsmul ℂ, inv_smul_smul₀ hc]
  · rw [Matrix.smul_mul, Matrix.mul_smul, average_intertwines E D R g]

end IntertwiningInverse
```

Lean reports:

```
Main.lean:41:39: error: unsolved goals
G : Type u_1
n : Type u_2
m : Type u_3
inst✝⁵ : Group G
inst✝⁴ : Fintype n
inst✝³ : DecidableEq n
inst✝² : Fintype m
inst✝¹ : DecidableEq m
inst✝ : Fintype G
D : G →* Matrix n n ℂ
E : G →* Matrix m m ℂ
T : Matrix m n ℂ
hT : ∀ (g : G), T * D g = E g * T
hc : ↑(Fintype.card G) ≠ 0
R : Matrix n m ℂ
hR : T * R * T = T
g : G
⊢ T * (D g * (R * (E g⁻¹ * T))) = E g * (T * (R * (T * D g⁻¹)))
```

Diagnosis. The error is in the second step of the `calc` block, which should turn `(T * D g) * R * (E g⁻¹ * T)` into `E g * (T * R * T) * D g⁻¹`. The first rewrite, `hT`, correctly changes `T * D g` into `E g * T`. The next, `← hT`, is meant for `E g⁻¹ * T`, but with no group element given it can match any product of the form `E _ * T`, and it settles on the `E g * T` just produced. That turns it back into `T * D g`, so the two rewrites cancel. `simp only [Matrix.mul_assoc]` can then only move brackets, and the goal it leaves still has `D g` and `E g⁻¹` on the left against `E g` and `D g⁻¹` on the right.

Writing `← hT g⁻¹` cures this, because the rewrite can now only act on `E g⁻¹ * T`, which becomes `T * D g⁻¹`. The two sides then differ only in their brackets, and `simp only` closes the goal. Changing the first `hT` to `hT g` is mere tidying, as are the new line breaks.

The change, after which it compiles:

```diff
@@ -39,5 +39,7 @@
     intro g
     calc _ = (T * D g) * R * (E g⁻¹ * T) := by simp only [Matrix.mul_assoc]
-      _ = E g * (T * R * T) * D g⁻¹ := by rw [hT, ← hT]; simp only [Matrix.mul_assoc]
+      _ = E g * (T * R * T) * D g⁻¹ := by
+        rw [hT g, ← hT g⁻¹]
+        simp only [Matrix.mul_assoc]
       _ = T * (D g * D g⁻¹) := by rw [hR, ← hT, Matrix.mul_assoc]
       _ = T := by rw [← map_mul, mul_inv_cancel, map_one, Matrix.mul_one]
```
